# Rephasing the diffracted beam turns a differentiable displacement phase into a detuning shift

Let $D$ and $E$ be the direct and diffracted waves at depth $z$ in a two-beam crystal with real coupling $k$, real deviation parameter $s$ and real displacement phase $a(z)$:

$$D'=ikE\,e^{ia},\qquad E'=ikD\,e^{-ia}+2\pi i s E.$$

If $a$ is differentiable, these equations hold exactly when $D$ and $F=E\,e^{ia}$ satisfy

$$D'=ikF,\qquad F'=ikD+i(2\pi s+a')F,$$

and $|F|=|E|$. A constant $a$ therefore leaves the perfect-crystal equations for $D$ and $F$. In two-beam image simulation without absorption, a rigid shift of a perfect crystal is thus invisible in the diffracted intensity when only a direct wave enters.

In Lean 4 with Mathlib:

```lean
import Mathlib

open Complex

namespace TwoBeamDiffraction

noncomputable section
```

## Two beams, with fixed coupling and deviation

For a displacement field $\mathbf R(z)$ and reflection $\mathbf G$, the phase is $a=2\pi\,\mathbf G\cdot\mathbf R$, with the sign convention set by the equations above. The coupling $k$ stands for $\pi$ divided by the extinction distance. Other beams, absorption and lateral variation are left out.

`DisplacedBeams` states the equations for waves of type `ℝ → ℂ`. `HasDerivAt` says that a wave is differentiable at `z` with the given derivative. This is required at every real depth, not only inside a slab.

```lean
/-- Two-beam equations for the direct wave `D` and the diffracted wave `E` at depth `z`, with
coupling `k`, deviation parameter `s` and displacement phase `a`. -/
def DisplacedBeams (k s : ℝ) (a : ℝ → ℝ) (D E : ℝ → ℂ) : Prop :=
  ∀ z : ℝ, HasDerivAt D (I * k * E z * Complex.exp (a z * I)) z ∧
    HasDerivAt E (I * k * D z * Complex.exp (-(a z * I)) + 2 * Real.pi * I * s * E z) z
```

`RephasedBeams` has no displacement phase but allows a detuning $q(z)$; the perfect crystal has $q=2\pi s$.

```lean
/-- Two-beam equations without a displacement phase, with coupling `k` and a detuning `q` that
may depend on depth. The perfect crystal has the constant detuning `2 π s`. -/
def RephasedBeams (k : ℝ) (q : ℝ → ℝ) (D F : ℝ → ℂ) : Prop :=
  ∀ z : ℝ, HasDerivAt D (I * k * F z) z ∧
    HasDerivAt F (I * k * D z + I * q z * F z) z
```

`rephase a E` is $F$.

```lean
/-- The diffracted wave with the displacement phase absorbed, `F = E exp(i a)`. -/
def rephase (a : ℝ → ℝ) (E : ℝ → ℂ) (z : ℝ) : ℂ := E z * Complex.exp (a z * I)
```

## A real phase

A real $a$ describes a displacement of the atoms without loss. By hand, $|e^{ia}|=1$ gives $|F|=|E|$, and the proof rewrites with the same fact. A complex $a$ would multiply the modulus by $e^{-\operatorname{Im}a}$.

```lean
/-- Absorbing the displacement phase does not change the modulus of the diffracted wave. -/
theorem norm_rephase (a : ℝ → ℝ) (E : ℝ → ℂ) (z : ℝ) : ‖rephase a E z‖ = ‖E z‖ := by
  rw [rephase, norm_mul, Complex.norm_exp_ofReal_mul_I, mul_one]
```

## A differentiable phase

Physically, the displacement varies smoothly with depth. The product rule uses this:

$$F'=E'e^{ia}+ia'E\,e^{ia}=ikD+2\pi i sF+ia'F,$$

while $D'=ikE\,e^{ia}=ikF$. Conversely, $E=F\,e^{-ia}$ gives

$$E'=F'e^{-ia}-ia'F\,e^{-ia}=ikD\,e^{-ia}+2\pi i sE,$$

and $D'=ikF=ikE\,e^{ia}$.

In the proof, `ha` supplies the derivative of the exponential in both directions, and `linear_combination` closes the algebra using `hpm`, which is $e^{ia}e^{-ia}=1$. At a stacking fault $a$ may jump, so it is not differentiable and the theorem does not apply across the fault. Unless the jump is a multiple of $2\pi$, $F$ then jumps too wherever the continuous wave $E$ is nonzero.

```lean
/-- For a differentiable displacement phase `a`, the displaced two-beam equations hold exactly
when `D` and `F = E exp(i a)` obey the phase-free equations with detuning `2 π s + a'`. -/
theorem displaced_iff_rephased {k s : ℝ} {a a' : ℝ → ℝ} {D E : ℝ → ℂ}
    (ha : ∀ z, HasDerivAt a (a' z) z) :
    DisplacedBeams k s a D E ↔
      RephasedBeams k (fun z => 2 * Real.pi * s + a' z) D (rephase a E) := by
  have hpm : ∀ z, Complex.exp (a z * I) * Complex.exp (-(a z * I)) = 1 := fun z => by
    rw [← Complex.exp_add, add_neg_cancel, Complex.exp_zero]
  constructor
  · intro h z
    -- product rule for `E exp(i a)`
    have hp := ((ha z).ofReal_comp.mul_const I).cexp
    refine ⟨(h z).1.congr_deriv (by simp only [rephase]; ring), ?_⟩
    refine ((h z).2.fun_mul hp).congr_deriv ?_
    simp only [rephase]
    push_cast
    linear_combination (I * k * D z) * hpm z
  · intro h z
    -- recover `E` by multiplying `F` with the inverse phase
    have hm := ((ha z).ofReal_comp.mul_const I).fun_neg.cexp
    have hE : ∀ t, E t = rephase a E t * Complex.exp (-(a t * I)) := fun t => by
      simp only [rephase]
      linear_combination (-(E t)) * hpm t
    refine ⟨(h z).1.congr_deriv (by simp only [rephase]; ring), ?_⟩
    refine (((h z).2.fun_mul hm).congr_of_eventuallyEq
      (Filter.Eventually.of_forall hE)).congr_deriv ?_
    simp only [rephase]
    push_cast
    linear_combination (2 * Real.pi * I * s * E z) * hpm z
```

## A constant phase

A rigid displacement of the crystal gives a constant phase, and so does a displacement that varies only perpendicular to $\mathbf G$. Then $a'=0$ and the detuning is $2\pi s$. The proof puts this zero derivative into the general equivalence.

```lean
/-- With a constant displacement phase `c`, the displaced equations are equivalent to the
perfect-crystal equations for `D` and `E exp(i c)`. -/
theorem constant_phase_iff (k s c : ℝ) (D E : ℝ → ℂ) :
    DisplacedBeams k s (fun _ => c) D E ↔
      RephasedBeams k (fun _ => 2 * Real.pi * s) D (rephase (fun _ => c) E) := by
  have h := displaced_iff_rephased (k := k) (s := s) (D := D) (E := E)
    (a := fun _ => c) (a' := fun _ => 0) (fun z => hasDerivAt_const z c)
  simp only [add_zero] at h
  exact h
```

Without constancy, $a'$ remains as a local detuning. For $a=2\pi gz+c$, with real $g$ and $c$, it is $2\pi g$, which replaces $s$ by $s+g$.

```lean
/-- With a displacement phase `a = 2 π g z + c`, linear in depth, the displaced equations are
equivalent to the perfect-crystal equations for `D` and `E exp(i a)` with deviation parameter
`s + g`. -/
theorem linear_phase_iff (k s g c : ℝ) (D E : ℝ → ℂ) :
    DisplacedBeams k s (fun z => 2 * Real.pi * g * z + c) D E ↔
      RephasedBeams k (fun _ => 2 * Real.pi * (s + g)) D
        (rephase (fun z => 2 * Real.pi * g * z + c) E) := by
  have h := displaced_iff_rephased (k := k) (s := s) (D := D) (E := E)
    (a := fun z => 2 * Real.pi * g * z + c) (a' := fun _ => 2 * Real.pi * g)
    (fun z => (((hasDerivAt_id' z).const_mul (2 * Real.pi * g)).add_const c).congr_deriv
      (mul_one _))
  simp only [← mul_add] at h
  exact h
```

## Real coupling and detuning

Real $k$ and $q$ mean that neither beam is absorbed. Differentiating the total intensity gives

$$(|D|^2+|F|^2)'=2\operatorname{Re}\left[ik(\bar D F+\bar F D)+iq|F|^2\right]=0,$$

because the bracket is purely imaginary. The proof computes this zero derivative and concludes with `is_const_of_deriv_eq_zero`. An imaginary part of $q$ would add $-2\operatorname{Im}(q)|F|^2$.

```lean
/-- The total intensity of the two beams is the same at every depth, for real coupling and any
real detuning profile. -/
theorem intensity_conserved {k : ℝ} {q : ℝ → ℝ} {D F : ℝ → ℂ}
    (h : RephasedBeams k q D F) (z : ℝ) :
    ‖D z‖ ^ 2 + ‖F z‖ ^ 2 = ‖D 0‖ ^ 2 + ‖F 0‖ ^ 2 := by
  have hd : ∀ t, HasDerivAt (fun t => ‖D t‖ ^ 2 + ‖F t‖ ^ 2) 0 t := fun t => by
    refine ((h t).1.norm_sq.fun_add (h t).2.norm_sq).congr_deriv ?_
    -- the exchange terms cancel and the detuning only turns the phase
    simp [Complex.inner]
    ring
  exact is_const_of_deriv_eq_zero (fun t => (hd t).differentiableAt)
    (fun t => (hd t).deriv) z 0
```

## The relation $\sigma^2=k^2+(\pi s)^2$

The relation fixes the real number $\sigma$ up to its sign. When only a direct wave enters and $k\neq0$, the beams exchange intensity periodically with depth, with period $\pi/|\sigma|$. Consider the waves

$$D_\sigma=e^{i\pi sz}(\sigma\cos\sigma z-i\pi s\sin\sigma z),\qquad F_\sigma=e^{i\pi sz}\,ik\sin\sigma z.$$

```lean
/-- Explicit direct wave, equal to `σ` at the surface `z = 0`. With `diffractedWave k s σ` it solves
the perfect-crystal equations when `σ² = k² + (π s)²`. -/
def directWave (s σ z : ℝ) : ℂ :=
  Complex.exp ((Real.pi * s * z : ℝ) * I) *
    (σ * (Real.cos (σ * z) : ℝ) - I * Real.pi * s * (Real.sin (σ * z) : ℝ))

/-- Explicit diffracted wave, vanishing at the surface `z = 0`. With `directWave s σ` it solves the
perfect-crystal equations when `σ² = k² + (π s)²`. -/
def diffractedWave (k s σ z : ℝ) : ℂ :=
  Complex.exp ((Real.pi * s * z : ℝ) * I) * (I * k * (Real.sin (σ * z) : ℝ))
```

Differentiation gives

$$D_\sigma'=e^{i\pi sz}\left((\pi s)^2-\sigma^2\right)\sin\sigma z,$$

which equals $ikF_\sigma=-k^2e^{i\pi sz}\sin\sigma z$ by the relation. The other equation holds for any $\sigma$, since both sides are

$$e^{i\pi sz}(ik\sigma\cos\sigma z-\pi sk\sin\sigma z).$$

Accordingly, the proof uses `hσ'` only for the direct wave. With another value of $\sigma^2$, that equation has a residual proportional to $e^{i\pi sz}\sin\sigma z$.

```lean
/-- The explicit waves solve the perfect-crystal equations when `σ² = k² + (π s)²`. -/
theorem explicit_solution {k s σ : ℝ} (hσ : σ ^ 2 = k ^ 2 + (Real.pi * s) ^ 2) :
    RephasedBeams k (fun _ => 2 * Real.pi * s) (directWave s σ) (diffractedWave k s σ) := by
  intro z
  have hσ' : (σ : ℂ) ^ 2 = k ^ 2 + (Real.pi * s) ^ 2 := by exact_mod_cast hσ
  have hlin : ∀ b : ℝ, HasDerivAt (fun t : ℝ => b * t) b z := fun b =>
    ((hasDerivAt_id' z).const_mul b).congr_deriv (mul_one _)
  have he := ((hlin (Real.pi * s)).ofReal_comp.mul_const I).cexp
  have hs := (hlin σ).sin.ofReal_comp
  have hc := (hlin σ).cos.ofReal_comp
  constructor
  · refine (he.fun_mul ((hc.const_mul (σ : ℂ)).fun_sub
      (hs.const_mul (I * Real.pi * s)))).congr_deriv ?_
    simp only [diffractedWave]
    push_cast
    linear_combination
      (-(Complex.exp (Real.pi * s * z * I) * Complex.sin (σ * z)) *
        ((Real.pi * s) ^ 2 + k ^ 2)) * Complex.I_sq -
      (Complex.exp (Real.pi * s * z * I) * Complex.sin (σ * z)) * hσ'
  · refine (he.fun_mul (hs.const_mul (I * k))).congr_deriv ?_
    simp only [directWave, diffractedWave]
    push_cast
    ring
```

## Only a direct wave at the surface

The conditions $D(0)=1$ and $E(0)=0$ describe a unit beam entering the crystal. By linearity, $\sigma D-D_\sigma$ and $\sigma F-F_\sigma$ solve the perfect-crystal equations (`hdiff`). Both vanish at $z=0$ (`d0`, `f0`), so conservation keeps them zero. Hence $\sigma F=F_\sigma$, and taking moduli gives

$$\sigma^2|E(z)|^2=k^2\sin^2\sigma z.$$

For $\sigma\neq0$, division gives the intensity for unit incidence. If $\sigma=0$, then $k=s=0$ and the identity reads $0=0$. If a diffracted wave already enters, the formula fails at $z=0$ whenever $\sigma\neq0$.

```lean
/-- In a crystal with constant displacement phase `c`, entered by a direct wave of unit amplitude
and no diffracted wave, the diffracted intensity obeys `σ² |E(z)|² = k² sin²(σ z)`, where
`σ² = k² + (π s)²`. -/
theorem diffracted_intensity {k s c σ : ℝ} {D E : ℝ → ℂ}
    (hσ : σ ^ 2 = k ^ 2 + (Real.pi * s) ^ 2)
    (h : DisplacedBeams k s (fun _ => c) D E) (hD : D 0 = 1) (hE : E 0 = 0) (z : ℝ) :
    σ ^ 2 * ‖E z‖ ^ 2 = k ^ 2 * Real.sin (σ * z) ^ 2 := by
  have hF := (constant_phase_iff k s c D E).1 h
  have hp := explicit_solution hσ
  -- by linearity the difference of two solutions is a solution
  have hdiff : RephasedBeams k (fun _ => 2 * Real.pi * s)
      (fun t => σ * D t - directWave s σ t)
      (fun t => σ * rephase (fun _ => c) E t - diffractedWave k s σ t) := fun t =>
    ⟨(((hF t).1.const_mul (σ : ℂ)).fun_sub (hp t).1).congr_deriv (by beta_reduce; ring),
      (((hF t).2.const_mul (σ : ℂ)).fun_sub (hp t).2).congr_deriv (by beta_reduce; ring)⟩
  have d0 : σ * D 0 - directWave s σ 0 = 0 := by simp [directWave, hD]
  have f0 : σ * rephase (fun _ => c) E 0 - diffractedWave k s σ 0 = 0 := by
    simp [rephase, diffractedWave, hE]
  -- it starts from zero, so conservation of intensity keeps it zero
  have hz := intensity_conserved hdiff z
  beta_reduce at hz
  rw [d0, f0, norm_zero] at hz
  have hsq : ‖σ * rephase (fun _ => c) E z - diffractedWave k s σ z‖ ^ 2 = 0 := by
    nlinarith [sq_nonneg ‖σ * D z - directWave s σ z‖,
      sq_nonneg ‖σ * rephase (fun _ => c) E z - diffractedWave k s σ z‖]
  have heq : σ * rephase (fun _ => c) E z = diffractedWave k s σ z :=
    sub_eq_zero.1 (norm_eq_zero.1 ((pow_eq_zero_iff two_ne_zero).1 hsq))
  calc σ ^ 2 * ‖E z‖ ^ 2 = ‖σ * rephase (fun _ => c) E z‖ ^ 2 := by
        rw [norm_mul, norm_rephase, Complex.norm_real, Real.norm_eq_abs, mul_pow, sq_abs]
    _ = ‖diffractedWave k s σ z‖ ^ 2 := by rw [heq]
    _ = k ^ 2 * Real.sin (σ * z) ^ 2 := by
        simp only [diffractedWave, norm_mul, Complex.norm_exp_ofReal_mul_I, Complex.norm_I,
          Complex.norm_real, Real.norm_eq_abs, one_mul, mul_pow, sq_abs]

end

end TwoBeamDiffraction
```

```lean
#print axioms TwoBeamDiffraction.displaced_iff_rephased
#print axioms TwoBeamDiffraction.linear_phase_iff
#print axioms TwoBeamDiffraction.diffracted_intensity
```

```
'TwoBeamDiffraction.displaced_iff_rephased' depends on axioms: [propext, Classical.choice, Quot.sound]
'TwoBeamDiffraction.linear_phase_iff' depends on axioms: [propext, Classical.choice, Quot.sound]
'TwoBeamDiffraction.diffracted_intensity' depends on axioms: [propext, Classical.choice, Quot.sound]
```
